# When one complex pole on a flat background gives a Fano profile

## Spectrum, reduced energy and profile

Energies $E$, the resonance position $E_r$ and the asymmetry parameter $q$ are real, and $r$ is complex. The width $G$ is positive, so the pole $E_r-iG/2$ lies in the lower half plane, as for a decaying state. The number $s$ is the strength of direct transitions into the continuum, taken as constant across the resonance.

```lean
import Mathlib

open Complex

namespace FanoPoleSpectrum

noncomputable section
```

The spectrum is the background plus the imaginary part of one pole term:

$$S(E)=s+\operatorname{Im}\frac{r}{E_r-iG/2-E}.$$

Here $r$ multiplies $1/(E_r-iG/2-E)$. This fixes its sign: the residue in the variable $E$, in the sense of complex analysis, is $-r$. In Lean, `poleSpectrum` is a real function with a complex argument `r`.

```lean
/-- Spectrum at real energy `E`: a flat background `s` plus the imaginary part of the pole term `r /
(Er - iG/2 - E)`; the domain is `G ≠ 0`. -/
def poleSpectrum (s G Er : ℝ) (r : ℂ) (E : ℝ) : ℝ :=
  s + (r / ((Er : ℂ) - I * G / 2 - E)).im
```

Energy is measured from the resonance in half widths, $x=2(E-E_r)/G$.

```lean
/-- Energy measured from the resonance position in units of the half width, for `G ≠ 0`. -/
def reducedEnergy (G Er E : ℝ) : ℝ := 2 * (E - Er) / G
```

The Fano profile is $F(x)=s(q+x)^2/(1+x^2)$.

```lean
/-- Fano profile with background `s` and asymmetry parameter `q` at reduced energy `x`. -/
def fano (s q x : ℝ) : ℝ := s * (q + x) ^ 2 / (1 + x ^ 2)
```

The coefficient $r$ that will turn out to match it is $\tfrac{Gs}{2}(q-i)^2$. Its Lean name is `fanoResidue`, although the residue in the variable $E$ is the negative of this number.

```lean
/-- The complex number `(G s / 2) (q - i)²`. -/
def fanoResidue (G s q : ℝ) : ℂ := (G * s / 2) * (q - I) ^ 2
```

The parameters $r$, $s$ and $q$ are given numbers here, not derived from a Hamiltonian or from transition amplitudes. Overlapping resonances and an energy-dependent background are not treated.

## The pole term as a real quotient

Every real $x$ is reached by some energy, namely $E=E_r+Gx/2$. A statement about all $E$ can therefore be tested at any chosen $x$.

```lean
lemma reducedEnergy_shift {G : ℝ} (hG : 0 < G) (Er x : ℝ) :
    reducedEnergy G Er (Er + G / 2 * x) = x := by
  unfold reducedEnergy
  rw [div_eq_iff hG.ne']
  ring
```

Write $a=\operatorname{Re}r$ and $b=\operatorname{Im}r$. The denominator is $E_r-E-iG/2=-\tfrac G2(x+i)$, so

$$\frac{r}{E_r-iG/2-E}=-\frac{2}{G}\,\frac{(a+ib)(x-i)}{1+x^2},$$

and the imaginary part of the right side is $\tfrac2G(a-xb)/(1+x^2)$. Hence

$$S=\frac{Gs(1+x^2)+2(a-xb)}{G(1+x^2)}.$$

The proof finds the real and imaginary parts of the denominator (`hre`, `him`), inserts them in the formula for the imaginary part of a quotient, and clears fractions.

```lean
/-- The pole spectrum as a real quotient of two polynomials of degree at most two in the reduced
energy. -/
theorem poleSpectrum_eq {G : ℝ} (hG : 0 < G) (s Er : ℝ) (r : ℂ) (E : ℝ) :
    poleSpectrum s G Er r E =
      (G * s * (1 + reducedEnergy G Er E ^ 2) + 2 * (r.re - reducedEnergy G Er E * r.im)) /
        (G * (1 + reducedEnergy G Er E ^ 2)) := by
  have hE : Er - E = -(G / 2) * reducedEnergy G Er E := by
    unfold reducedEnergy
    field_simp
    ring
  have hre : ((Er : ℂ) - I * G / 2 - E).re = Er - E := by simp
  have him : ((Er : ℂ) - I * G / 2 - E).im = -(G / 2) := by simp
  unfold poleSpectrum
  rw [Complex.div_im, Complex.normSq_apply, hre, him, hE]
  generalize reducedEnergy G Er E = x
  have hx : 1 + x ^ 2 ≠ 0 := by positivity
  have hN : -(G / 2) * x * (-(G / 2) * x) + -(G / 2) * -(G / 2)
      = G ^ 2 / 4 * (1 + x ^ 2) := by ring
  rw [hN]
  field_simp
  ring
```

## Matching the coefficient

Expanding the square with $i^2=-1$ gives $\tfrac{Gs}{2}(q-i)^2=\tfrac{Gs}{2}(q^2-1)-iGsq$.

```lean
lemma fanoResidue_eq (G s q : ℝ) : fanoResidue G s q =
    ((G * s / 2 * (q ^ 2 - 1) : ℝ) : ℂ) + ((-(G * s * q) : ℝ) : ℂ) * I := by
  unfold fanoResidue
  push_cast
  linear_combination ((G : ℂ) * s / 2) * Complex.I_sq
```

The real part is $\tfrac{Gs}{2}(q^2-1)$.

```lean
lemma fanoResidue_re (G s q : ℝ) : (fanoResidue G s q).re = G * s / 2 * (q ^ 2 - 1) := by
  rw [fanoResidue_eq]
  simp only [Complex.add_re, Complex.re_ofReal_mul, Complex.ofReal_re, Complex.I_re,
    mul_zero, add_zero]
```

The imaginary part is $-Gsq$.

```lean
lemma fanoResidue_im (G s q : ℝ) : (fanoResidue G s q).im = -(G * s * q) := by
  rw [fanoResidue_eq]
  simp only [Complex.add_im, Complex.im_ofReal_mul, Complex.ofReal_im, Complex.I_im,
    mul_one, zero_add]
```

The modulus will be needed through $|r|^2=a^2+b^2$.

```lean
lemma norm_sq_parts (r : ℂ) : ‖r‖ ^ 2 = r.re ^ 2 + r.im ^ 2 := by
  rw [Complex.sq_norm, Complex.normSq_apply]
  ring
```

Now suppose that $S=F$ at every real energy. Multiplying by $G(1+x^2)$ and subtracting the background term leaves

$$2(a-xb)=Gs\,(q^2-1+2qx)\quad\text{for all real }x.$$

At $x=0$ this gives $a=\tfrac{Gs}{2}(q^2-1)$. Subtracting the equation at $x=1$ from the one at $x=0$ and halving gives $b=-Gsq$. These are the two parts of $\tfrac{Gs}{2}(q-i)^2$. Conversely, inserting them in the quotient for $S$ reproduces $F$.

The theorem states this equivalence for fixed $s$, $E_r$, $q$ and $r$, with $G>0$ as its only hypothesis; the sign of $s$ plays no part. In the proof, `key` is the displayed identity, and `h0` and `h1` are its values at the two test points.

```lean
/-- The pole spectrum equals the Fano profile at every real energy if and only if the coefficient
`r` is `(G s / 2) (q - i)²`. -/
theorem poleSpectrum_eq_fano_iff {G : ℝ} (hG : 0 < G) (s Er q : ℝ) (r : ℂ) :
    (∀ E : ℝ, poleSpectrum s G Er r E = fano s q (reducedEnergy G Er E)) ↔
      r = fanoResidue G s q := by
  constructor
  · intro h
    -- compare numerators at an arbitrary reduced energy
    have key : ∀ x : ℝ, 2 * (r.re - x * r.im) = G * s * (q ^ 2 - 1 + 2 * q * x) := by
      intro x
      have hx : 1 + x ^ 2 ≠ 0 := by positivity
      have h1 := h (Er + G / 2 * x)
      rw [poleSpectrum_eq hG, reducedEnergy_shift hG, fano,
        div_eq_div_iff (mul_ne_zero hG.ne' hx) hx] at h1
      apply mul_right_cancel₀ hx
      linear_combination h1
    -- the energies x = 0 and x = 1 fix both parts of `r`
    have h0 := key 0
    have h1 := key 1
    apply Complex.ext
    · rw [fanoResidue_re]
      linear_combination h0 / 2
    · rw [fanoResidue_im]
      linear_combination h0 / 2 - h1 / 2
  · rintro rfl E
    rw [poleSpectrum_eq hG, fanoResidue_re, fanoResidue_im, fano]
    generalize reducedEnergy G Er E = x
    have hx : 1 + x ^ 2 ≠ 0 := by positivity
    rw [div_eq_div_iff (mul_ne_zero hG.ne' hx) hx]
    ring
```

The proof turns on the tactic `linear_combination`. It is given a combination of known equations, subtracts that combination from the goal, and asks `ring` to confirm that the difference vanishes identically. For the imaginary part the combination is `h0 / 2 - h1 / 2`, which is exactly the subtraction above. Since `ring` does not know that $1+x^2\neq0$, that factor is cancelled separately, by `mul_right_cancel₀`.

## Modulus, zero and maximum

From here on $s>0$. Since $|q-i|^2=1+q^2$, the modulus of the Fano coefficient $\tfrac{Gs}{2}(q-i)^2$ is $Gs(1+q^2)/2$. Lean compares the squares of the two nonnegative sides, using

$$\tfrac14(q^2-1)^2+q^2=\tfrac14(1+q^2)^2.$$

```lean
/-- For positive `G` and `s`, the modulus of `fanoResidue G s q` is `G s (1 + q²) / 2`. -/
theorem norm_fanoResidue {G s : ℝ} (hG : 0 < G) (hs : 0 < s) (q : ℝ) :
    ‖fanoResidue G s q‖ = G * s * (1 + q ^ 2) / 2 := by
  refine (sq_eq_sq₀ (norm_nonneg _) (by positivity)).1 ?_
  rw [norm_sq_parts, fanoResidue_re, fanoResidue_im]
  ring
```

The denominator of $F$ is positive, so $F=0$ exactly when $(q+x)^2=0$, that is, at $x=-q$.

```lean
/-- The Fano profile vanishes exactly at reduced energy `-q`. -/
theorem fano_eq_zero_iff {s : ℝ} (hs : 0 < s) (q x : ℝ) : fano s q x = 0 ↔ x = -q := by
  have hx : 1 + x ^ 2 ≠ 0 := by positivity
  rw [fano, div_eq_iff hx, zero_mul]
  constructor
  · intro h
    have h2 : (q + x) ^ 2 = 0 := (mul_eq_zero.1 h).resolve_left hs.ne'
    have h3 : q + x = 0 := by simpa using h2
    linarith
  · intro h
    rw [h]
    ring
```

For the upper bound, compare numerators:

$$s(1+q^2)(1+x^2)-s(q+x)^2=s(qx-1)^2\ge0.$$

Hence $F\le s(1+q^2)$, with equality exactly when $qx=1$.

```lean
/-- The Fano profile is at most `s (1 + q²)`, with equality exactly when `q x = 1`. -/
theorem fano_le {s : ℝ} (hs : 0 < s) (q x : ℝ) :
    fano s q x ≤ s * (1 + q ^ 2) ∧ (fano s q x = s * (1 + q ^ 2) ↔ q * x = 1) := by
  have hx : 0 < 1 + x ^ 2 := by positivity
  rw [fano, div_le_iff₀ hx, div_eq_iff hx.ne']
  refine ⟨?_, ?_, ?_⟩
  · have h := mul_nonneg hs.le (sq_nonneg (q * x - 1))
    linarith
  · intro h
    have h1 : s * (q * x - 1) ^ 2 = 0 := by linear_combination -h
    have h2 : (q * x - 1) ^ 2 = 0 := (mul_eq_zero.1 h1).resolve_left hs.ne'
    have h3 : q * x - 1 = 0 := by simpa using h2
    linarith
  · intro h
    linear_combination -(s * (q * x - 1)) * h
```

The case $q=0$ shows why the equality condition is written as a product. The coefficient is then $-Gs/2$ and the profile is $s\,x^2/(1+x^2)$, a dip to zero at the resonance. No $x$ satisfies $0\cdot x=1$, so the bound $s$ is approached far from resonance but never reached.

## Which coefficients are admissible

A fitted $r$ need not have the Fano form, and it may even make the spectrum negative. Let $N(x)=Gs(1+x^2)+2(a-xb)$ be the numerator of $S$. Completing the square gives

$$Gs\,N(x)=(a+Gs)^2-|r|^2+(Gsx-b)^2.$$

If $|r|\le a+Gs$, the right side is nonnegative for every $x$, and so is $S$. Conversely, if $S\ge0$ everywhere, taking $x=b/(Gs)$ gives $|r|^2\le(a+Gs)^2$. To take the root, the sign of $a+Gs$ is needed. The inequality just found reads $b^2\le Gs(Gs+2a)$, so $Gs+2a\ge0$ and therefore $a+Gs>0$. Hence $|r|\le a+Gs$.

```lean
/-- The pole spectrum is nonnegative at every real energy if and only if the coefficient `r`
satisfies `|r| ≤ Re r + G s`. -/
theorem poleSpectrum_nonneg_iff {G s : ℝ} (hG : 0 < G) (hs : 0 < s) (Er : ℝ) (r : ℂ) :
    (∀ E : ℝ, 0 ≤ poleSpectrum s G Er r E) ↔ ‖r‖ ≤ r.re + G * s := by
  have hg : 0 < G * s := mul_pos hG hs
  have hn := norm_sq_parts r
  -- complete the square in the numerator
  have sq : ∀ x : ℝ, G * s * (G * s * (1 + x ^ 2) + 2 * (r.re - x * r.im)) =
      (r.re + G * s) ^ 2 - (r.re ^ 2 + r.im ^ 2) + (G * s * x - r.im) ^ 2 := by
    intro x
    ring
  constructor
  · intro h
    -- test at the minimum of the numerator
    have h1 := h (Er + G / 2 * (r.im / (G * s)))
    rw [poleSpectrum_eq hG, reducedEnergy_shift hG, le_div_iff₀ (by positivity), zero_mul] at h1
    have h2 := mul_nonneg hg.le h1
    rw [sq, mul_div_cancel₀ r.im hg.ne', ← hn] at h2
    have h3 : 0 ≤ G * s + 2 * r.re :=
      le_of_mul_le_mul_left (by nlinarith [sq_nonneg r.im]) hg
    have h4 : 0 ≤ r.re + G * s := by linarith
    exact le_of_not_gt fun h5 => by nlinarith [norm_nonneg r]
  · intro h E
    rw [poleSpectrum_eq hG]
    generalize reducedEnergy G Er E = x
    have h1 := pow_le_pow_left₀ (norm_nonneg r) h 2
    refine div_nonneg (le_of_mul_le_mul_left ?_ hg) (by positivity)
    rw [sq, ← hn, mul_zero]
    linarith [sq_nonneg (G * s * x - r.im)]
```

Equality singles out the Fano profiles. If $r=\tfrac{Gs}{2}(q-i)^2$, then

$$a+Gs=\tfrac{Gs}{2}(q^2+1)=|r|.$$

Conversely, let $|r|=a+Gs$ and set $q=-b/(Gs)$, which gives the correct imaginary part. Squaring the condition gives $b^2=2aGs+(Gs)^2$, so $a=\tfrac{Gs}{2}(q^2-1)$, which is the correct real part.

For a computed absorption spectrum represented by a single isolated pole on a flat background, equality within the error of the fit indicates a pure Fano line, with no constant added to the profile, and $q=-\operatorname{Im}r/(Gs)$ then gives its asymmetry. If instead $|r|<\operatorname{Re}r+Gs$, the spectrum is positive everywhere and has no zero. It can still be the sum of a Fano profile with a smaller $s$ and a positive constant.

```lean
/-- The pole spectrum is a Fano profile for some real `q` if and only if the coefficient `r`
satisfies `|r| = Re r + G s`. -/
theorem exists_fano_iff {G s : ℝ} (hG : 0 < G) (hs : 0 < s) (Er : ℝ) (r : ℂ) :
    (∃ q : ℝ, ∀ E : ℝ, poleSpectrum s G Er r E = fano s q (reducedEnergy G Er E)) ↔
      ‖r‖ = r.re + G * s := by
  have hg : G * s ≠ 0 := (mul_pos hG hs).ne'
  simp only [poleSpectrum_eq_fano_iff hG]
  constructor
  · rintro ⟨q, rfl⟩
    rw [norm_fanoResidue hG hs, fanoResidue_re]
    ring
  · intro h
    have hn := norm_sq_parts r
    rw [h] at hn
    -- the imaginary part of `r` determines q
    obtain ⟨q, hq⟩ : ∃ q : ℝ, G * s * q = -r.im :=
      ⟨-r.im / (G * s), by field_simp⟩
    refine ⟨q, Complex.ext ?_ ?_⟩
    · rw [fanoResidue_re]
      apply mul_left_cancel₀ hg
      linear_combination hn / 2 - (G * s * q - r.im) / 2 * hq
    · rw [fanoResidue_im]
      linear_combination hq

end

end FanoPoleSpectrum
```

```lean
#print axioms FanoPoleSpectrum.poleSpectrum_eq_fano_iff
-- 'FanoPoleSpectrum.poleSpectrum_eq_fano_iff' depends on axioms: [propext, Classical.choice, Quot.sound]
#print axioms FanoPoleSpectrum.fano_le
-- 'FanoPoleSpectrum.fano_le' depends on axioms: [propext, Classical.choice, Quot.sound]
#print axioms FanoPoleSpectrum.poleSpectrum_nonneg_iff
-- 'FanoPoleSpectrum.poleSpectrum_nonneg_iff' depends on axioms: [propext, Classical.choice, Quot.sound]
#print axioms FanoPoleSpectrum.exists_fano_iff
-- 'FanoPoleSpectrum.exists_fano_iff' depends on axioms: [propext, Classical.choice, Quot.sound]
```
